# Splitting exp(q(A+B)) into exp(qA) exp(qB) gives a three-component state a symmetry error of order q³

Let $e_0,e_1,e_2$ be the standard basis of real 3-space, numbered from zero as in the code. The real antisymmetric matrices $A$ and $B$ are defined by

$$
\begin{aligned}
Ae_0&=e_1, & Ae_1&=-e_0, & Ae_2&=0,\\
Be_0&=e_2, & Be_1&=0, & Be_2&=-e_0.
\end{aligned}
$$

They generate rotations taking the reference $e_0$ towards $e_1$ and $e_2$. For real amplitudes $q,a,b$, define the unsplit and split states

$$
\psi(q)=e^{q(A+B)}e_0,\qquad \phi(a,b)=e^{aA}e^{bB}e_0 .
$$

The rightmost exponential acts first. Subscripts on $\psi$ and $\phi$ denote components, and "symmetric" means that components 1 and 2 are equal.

## Equal components before splitting, a cubic mismatch after it

The unsplit state satisfies $\psi_1(q)=\psi_2(q)$ for every $q$. With the same amplitude in both factors, the split state has the mismatch

$$
\phi_2(q,q)-\phi_1(q,q)=\sin q\,(1-\cos q).
$$

This vanishes exactly when $\sin q=0$, and its quotient by $q^3$ tends to $1/2$ as $q\to0$ through nonzero values. Unequal amplitudes can restore the symmetry: for every $a$, the choice $b=\arctan(\sin a)$ gives $\phi_1(a,b)=\phi_2(a,b)$.

## Shared amplitudes in a product ansatz

A Trotterised unitary coupled-cluster code replaces the exponential of a sum of excitation generators by a product of exponentials. Giving symmetry-related excitations one shared amplitude does not guarantee that the product yields a symmetric state. In this model of one electron in three orbitals, with $A$ and $B$ as the two single-excitation generators, the split state with a shared amplitude $q$ is not symmetric whenever $\sin q\ne0$.

## Closed-form exponentials and the resulting components

Let $K$ be a square real matrix with $K^3=-w^2K$ and $w\ne0$, and set

$$
R(t)=1+\frac{\sin wt}{w}K+\frac{1-\cos wt}{w^2}K^2 .
$$

Multiplying by $K$ and using the cubic relation gives

$$
KR(t)=K+\frac{\sin wt}{w}K^2-(1-\cos wt)K
=\cos(wt)\,K+\frac{\sin wt}{w}K^2=R'(t).
$$

Therefore

$$
\frac{d}{dt}\left(e^{-tK}R(t)\right)=e^{-tK}\left(-KR(t)+R'(t)\right)=0 .
$$

The product equals 1 at $t=0$, so it is always 1, and $R(t)=e^{tK}$.

The action on the basis gives $A^3=-A$ and $B^3=-B$, so $w=1$ for each. For $S=A+B$,

$$
Se_0=e_1+e_2,\qquad Se_1=Se_2=-e_0,
$$

hence $S^2e_0=-2e_0$ and $S^2e_1=S^2e_2=-(e_1+e_2)$. Applying $S$ once more gives $S^3=-2S$, so $w=\sqrt2$. The closed form then yields

$$
\psi(q)=\left(\cos\sqrt2q,\ \frac{\sin\sqrt2q}{\sqrt2},\ \frac{\sin\sqrt2q}{\sqrt2}\right).
$$

For the split state, $e^{bB}e_0=\cos b\,e_0+\sin b\,e_2$. The second rotation leaves $e_2$ fixed and sends $e_0$ to $\cos a\,e_0+\sin a\,e_1$, so

$$
\phi(a,b)=(\cos a\cos b,\ \sin a\cos b,\ \sin b).
$$

Setting $a=b=q$ gives the mismatch $\sin q(1-\cos q)$. It is zero if $\sin q=0$ or $\cos q=1$, and the second condition implies the first. Since $1-\cos q=2\sin^2(q/2)$, for $q\ne0$

$$
\frac{\sin q(1-\cos q)}{q^3}
=\frac12\,\frac{\sin q}{q}\left(\frac{\sin(q/2)}{q/2}\right)^2\longrightarrow\frac12 .
$$

For unequal amplitudes, symmetry requires $\sin a\cos b=\sin b$. With $b=\arctan(\sin a)$,

$$
\cos b=\frac1{\sqrt{1+\sin^2a}},\qquad
\sin b=\frac{\sin a}{\sqrt{1+\sin^2a}},
$$

which satisfies the condition.

## The Lean source

```lean
import Mathlib

open Matrix Filter Topology

namespace TrotterSymmetryBreaking

noncomputable section

/-- The generator `A` of rotations taking `e₀` towards `e₁`. -/
def genA : Matrix (Fin 3) (Fin 3) ℝ := !![0, -1, 0; 1, 0, 0; 0, 0, 0]

/-- The generator `B` of rotations taking `e₀` towards `e₂`. -/
def genB : Matrix (Fin 3) (Fin 3) ℝ := !![0, 0, -1; 0, 0, 0; 1, 0, 0]

/-- The reference state `e₀`. -/
def reference : Fin 3 → ℝ := ![1, 0, 0]

/-- The unsplit state `exp(q(A+B)) e₀`. -/
def fullState (q : ℝ) : Fin 3 → ℝ :=
  NormedSpace.exp (q • (genA + genB)) *ᵥ reference

/-- The split state `exp(aA) exp(bB) e₀` with separate amplitudes `a` and `b`. -/
def splitState (a b : ℝ) : Fin 3 → ℝ :=
  NormedSpace.exp (a • genA) *ᵥ (NormedSpace.exp (b • genB) *ᵥ reference)

/-- The combination `1 + (sin wt / w) K + ((1 - cos wt) / w²) K²` of a matrix `K`,
for a frequency `w ≠ 0`. -/
def rotor {n : Type*} [Fintype n] [DecidableEq n] (K : Matrix n n ℝ) (w t : ℝ) :
    Matrix n n ℝ :=
  1 + ((Real.sin (w * t) / w) • K + ((1 - Real.cos (w * t)) / w ^ 2) • (K * K))

/-- If `K³ = -w² K` with `w ≠ 0`, then `exp(qK)` is
`1 + (sin wq / w) K + ((1 - cos wq) / w²) K²`. -/
theorem exp_eq_rotor {n : Type*} [Fintype n] [DecidableEq n] (K : Matrix n n ℝ)
    (w : ℝ) (hw : w ≠ 0) (hK : K * K * K = -(w ^ 2 • K)) (q : ℝ) :
    NormedSpace.exp (q • K) = rotor K w q := by
  -- the product K R(t), written in terms of K and K²
  have key : ∀ t : ℝ, K * rotor K w t =
      Real.cos (w * t) • K + (Real.sin (w * t) / w) • (K * K) := by
    intro t
    have hcw : (1 - Real.cos (w * t)) / w ^ 2 * w ^ 2 = 1 - Real.cos (w * t) :=
      div_mul_cancel₀ _ (pow_ne_zero 2 hw)
    rw [rotor, mul_add, mul_one, mul_add, mul_smul_comm, mul_smul_comm, ← mul_assoc, hK,
      smul_neg, smul_smul, hcw]
    module
  have hz : ∀ E R S : Matrix n n ℝ, K * R = S → E * -K * R + E * S = 0 := by
    intro E R S h
    rw [← h]
    noncomm_ring
  have hcomm : Commute (q • K) (q • (-K)) :=
    ((Commute.refl K).neg_right.smul_left q).smul_right q
  -- exp(-tK) R(t) has zero derivative, so it keeps its initial value 1
  have h1 : NormedSpace.exp (q • (-K)) * rotor K w q = 1 := by
    let : NormedRing (Matrix n n ℝ) := Matrix.linftyOpNormedRing
    let : NormedAlgebra ℝ (Matrix n n ℝ) := Matrix.linftyOpNormedAlgebra
    have hR : ∀ t : ℝ, HasDerivAt (rotor K w)
        (Real.cos (w * t) • K + (Real.sin (w * t) / w) • (K * K)) t := by
      intro t
      have hs : HasDerivAt (fun u : ℝ => Real.sin (w * u) / w) (Real.cos (w * t)) t :=
        ((((hasDerivAt_id' t).const_mul w).sin).div_const w).congr_deriv (by field_simp)
      have hc : HasDerivAt (fun u : ℝ => (1 - Real.cos (w * u)) / w ^ 2)
          (Real.sin (w * t) / w) t :=
        (((((hasDerivAt_id' t).const_mul w).cos).const_sub 1).div_const (w ^ 2)).congr_deriv
          (by rw [neg_mul, neg_neg]; field_simp)
      exact ((hs.smul_const K).add (hc.smul_const (K * K))).const_add 1
    have hF : ∀ t : ℝ, HasDerivAt
        (fun u : ℝ => NormedSpace.exp (u • (-K)) * rotor K w u) 0 t := fun t =>
      ((hasDerivAt_exp_smul_const (-K) t).mul (hR t)).congr_deriv (hz _ _ _ (key t))
    have hconst := is_const_of_deriv_eq_zero (fun t => (hF t).differentiableAt)
      (fun t => (hF t).deriv) q 0
    exact hconst.trans (by simp [rotor])
  have h2 : NormedSpace.exp (q • K) * NormedSpace.exp (q • (-K)) = 1 := by
    rw [← Matrix.exp_add_of_commute _ _ hcomm, smul_neg, add_neg_cancel,
      NormedSpace.exp_zero]
  calc NormedSpace.exp (q • K)
      = NormedSpace.exp (q • K) * (NormedSpace.exp (q • (-K)) * rotor K w q) := by
        rw [h1, mul_one]
    _ = rotor K w q := by rw [← mul_assoc, h2, one_mul]

/-- The generators satisfy `A³ = -A`, `B³ = -B` and `(A+B)³ = -2(A+B)`. -/
theorem generators_cube_witness :
    genA * genA * genA = -genA ∧ genB * genB * genB = -genB ∧
    (genA + genB) * (genA + genB) * (genA + genB) = -((2 : ℝ) • (genA + genB)) := by
  refine ⟨?_, ?_, ?_⟩ <;> ext i j <;> fin_cases i <;> fin_cases j <;>
    simp [genA, genB, Matrix.mul_apply, Fin.sum_univ_three] <;> norm_num

/-- The unsplit state has components `cos √2q`, `sin √2q / √2` and `sin √2q / √2`. -/
theorem fullState_eq (q : ℝ) :
    fullState q = ![Real.cos (√2 * q), Real.sin (√2 * q) / √2,
      Real.sin (√2 * q) / √2] := by
  have h2 : √(2 : ℝ) ^ 2 = 2 := Real.sq_sqrt zero_le_two
  have h := exp_eq_rotor (genA + genB) (√2) (by positivity)
    (by rw [h2]; exact generators_cube_witness.2.2) q
  rw [fullState, h, rotor, h2]
  ext i
  fin_cases i <;>
    simp [genA, genB, reference, Matrix.mulVec, dotProduct, Fin.sum_univ_three]
  ring

/-- The split state has components `cos a cos b`, `sin a cos b` and `sin b`. -/
theorem splitState_eq (a b : ℝ) :
    splitState a b = ![Real.cos a * Real.cos b, Real.sin a * Real.cos b, Real.sin b] := by
  have hA := exp_eq_rotor genA 1 one_ne_zero
    (by rw [one_pow, one_smul]; exact generators_cube_witness.1) a
  have hB := exp_eq_rotor genB 1 one_ne_zero
    (by rw [one_pow, one_smul]; exact generators_cube_witness.2.1) b
  rw [splitState, hA, hB]
  ext i
  fin_cases i <;>
    simp [rotor, genA, genB, reference, Matrix.mulVec, dotProduct,
      Fin.sum_univ_three, -mul_eq_mul_left_iff, -mul_eq_mul_right_iff]

/-- The difference of the `e₂` and `e₁` components of `exp(qA) exp(qB) e₀`, divided by
`q³`, tends to `1/2` as `q` tends to zero through nonzero values. -/
theorem mismatch_limit :
    Tendsto (fun q : ℝ => (splitState q q 2 - splitState q q 1) / q ^ 3)
      (𝓝[≠] 0) (𝓝 (1 / 2)) := by
  have hlim : Tendsto (fun q : ℝ => Real.sinc q * Real.sinc (q / 2) ^ 2 / 2)
      (𝓝[≠] 0) (𝓝 (1 / 2)) := by
    have hc : Continuous (fun q : ℝ => Real.sinc q * Real.sinc (q / 2) ^ 2 / 2) :=
      (Real.continuous_sinc.mul
        ((Real.continuous_sinc.comp (continuous_id.div_const 2)).pow 2)).div_const 2
    have h := (hc.tendsto 0).mono_left (nhdsWithin_le_nhds (s := {0}ᶜ))
    simpa using h
  refine hlim.congr' ?_
  filter_upwards [self_mem_nhdsWithin] with q hq
  have hq0 : q ≠ 0 := hq
  -- half-angle form of 1 - cos q
  have hcos : Real.cos q = 1 - 2 * Real.sin (q / 2) ^ 2 := by
    have h1 := Real.cos_two_mul (q / 2)
    have h2 := Real.sin_sq_add_cos_sq (q / 2)
    rw [show 2 * (q / 2) = q by ring] at h1
    linarith
  have e1 : splitState q q 1 = Real.sin q * Real.cos q := by rw [splitState_eq]; rfl
  have e2 : splitState q q 2 = Real.sin q := by rw [splitState_eq]; rfl
  rw [Real.sinc_of_ne_zero hq0, Real.sinc_of_ne_zero (div_ne_zero hq0 two_ne_zero),
    e1, e2, hcos]
  ring

/-- The `e₁` and `e₂` components of `exp(q(A+B)) e₀` agree for all `q`, those of
`exp(qA) exp(qB) e₀` agree exactly when `sin q = 0`, and the `e₂` component minus the `e₁` component
of the latter state, divided by `q³`, tends to `1/2` as `q` tends to zero through nonzero values. -/
theorem splitting_breaks_symmetry :
    (∀ q : ℝ, fullState q 1 = fullState q 2) ∧
    (∀ q : ℝ, splitState q q 1 = splitState q q 2 ↔ Real.sin q = 0) ∧
    Tendsto (fun q : ℝ => (splitState q q 2 - splitState q q 1) / q ^ 3)
      (𝓝[≠] 0) (𝓝 (1 / 2)) := by
  refine ⟨fun q => by rw [fullState_eq]; rfl, fun q => ?_, mismatch_limit⟩
  have e1 : splitState q q 1 = Real.sin q * Real.cos q := by rw [splitState_eq]; rfl
  have e2 : splitState q q 2 = Real.sin q := by rw [splitState_eq]; rfl
  rw [e1, e2]
  constructor
  · intro h
    have h0 : Real.sin q * (Real.cos q - 1) = 0 := by linear_combination h
    rcases mul_eq_zero.mp h0 with hs | hc
    · exact hs
    · -- cos q = 1 also forces sin q = 0
      have hsq : Real.sin q ^ 2 = 0 := by
        linear_combination Real.sin_sq_add_cos_sq q - (Real.cos q + 1) * hc
      exact (pow_eq_zero_iff two_ne_zero).mp hsq
  · intro h
    rw [h, zero_mul]

/-- For every amplitude `a`, the choice `b = arctan (sin a)` makes the `e₁` and `e₂`
components of `exp(aA) exp(bB) e₀` equal. -/
theorem unequal_amplitudes_restore_symmetry (a : ℝ) :
    splitState a (Real.arctan (Real.sin a)) 1 =
      splitState a (Real.arctan (Real.sin a)) 2 := by
  rw [splitState_eq]
  change Real.sin a * Real.cos (Real.arctan (Real.sin a)) =
    Real.sin (Real.arctan (Real.sin a))
  rw [Real.sin_arctan, Real.cos_arctan]
  ring

end

end TrotterSymmetryBreaking
```

```lean
#print axioms TrotterSymmetryBreaking.splitting_breaks_symmetry
#print axioms TrotterSymmetryBreaking.unequal_amplitudes_restore_symmetry
```

```
'TrotterSymmetryBreaking.splitting_breaks_symmetry' depends on axioms: [propext, Classical.choice, Quot.sound]
'TrotterSymmetryBreaking.unequal_amplitudes_restore_symmetry' depends on axioms: [propext, Classical.choice, Quot.sound]
```

## Exact statements for one product of two rotations

The matrices `genA` and `genB` are $A$ and $B$, and `reference` is $e_0$. The functions `fullState` and `splitState` are $\psi$ and $\phi$, built from Mathlib's matrix exponential; `*ᵥ` applies a matrix to a vector. Thus `splitState q q 1` is the $e_1$ component with equal amplitudes.

The theorem `splitting_breaks_symmetry` joins three statements: equality for every unsplit state, equality for the split state if and only if $\sin q=0$, and the limit. The filter `𝓝[≠] 0` expresses approach to zero through nonzero $q$. The separate theorem `unequal_amplitudes_restore_symmetry` gives the arctangent choice for every real $a$.

In `exp_eq_rotor`, `key` computes $KR$, `hR` differentiates $R$, and `hF` shows that $e^{-tK}R(t)$ has zero derivative. The constant value is recorded in `h1`; multiplication by $e^{qK}$ then gives the closed form. The cubic relations are checked entry by entry in `generators_cube_witness`, and `fullState_eq` and `splitState_eq` turn the closed forms into components.

For the limit, `mismatch_limit` uses the continuity of `Real.sinc`, the function $\sin x/x$ extended by 1 at zero, and then identifies the sinc product with the quotient at nonzero $q$. In the main theorem, `mul_eq_zero` separates the two ways in which the mismatch can vanish. The restoration proof substitutes the formulas for the sine and cosine of an arctangent.

These are statements about real numbers, so they do not bound floating-point error. They concern one product in the stated order, not repeated Trotter steps. The model has no Hamiltonian or energy, and it does not describe general many-electron excitations, which can reach further configurations. The arctangent choice ensures equal components. Since the split state is a real unit vector, it then equals $\psi(q)$ for some $q$, a consequence that the Lean source does not state.
